# Conjugation by a normalised Majorana operator has Nambu determinant −1

A search over the Bogoliubov transformations of finitely many fermionic modes that starts at the identity and moves continuously never reaches a transformation of determinant −1. Conjugation by a single normalised Majorana operator is such a transformation, and its matrix can be written down in closed form.

```lean
import Mathlib

open Finset

namespace MajoranaReflection

noncomputable section

variable {ι A : Type*} [Fintype ι] [Ring A] [StarRing A] [Algebra ℂ A]

/-- The canonical anticommutation relations for the annihilation operators `c i`,
with creation operators `star (c i)`. -/
structure IsCAR {ι A : Type*} [DecidableEq ι] [Ring A] [StarRing A] (c : ι → A) : Prop where
  anti : ∀ i j, c i * c j + c j * c i = 0
  mixed : ∀ i j, c i * star (c j) + star (c j) * c i = if i = j then 1 else 0

/-- The Nambu field: all annihilation operators followed by all creation operators. -/
def nambuField (c : ι → A) : ι ⊕ ι → A := Sum.elim c (fun i => star (c i))

/-- The Nambu vector `w = (u, conj u)` of a complex amplitude vector `u`. -/
def nambuVector (u : ι → ℂ) : ι ⊕ ι → ℂ := Sum.elim u (fun i => star (u i))

/-- The operator `g = ∑ (u_i c_i* + conj u_i c_i)`. -/
def majorana (c : ι → A) (u : ι → ℂ) : A :=
  ∑ i, (u i • star (c i) + star (u i) • c i)

/-- The Nambu matrix `w w^H - 1`. -/
def reflectionMatrix [DecidableEq ι] (u : ι → ℂ) : Matrix (ι ⊕ ι) (ι ⊕ ι) ℂ :=
  Matrix.vecMulVec (nambuVector u) (star (nambuVector u)) - 1

/-- The operator `g` is the Nambu field contracted with the conjugate of `w`. -/
theorem majorana_eq (c : ι → A) (u : ι → ℂ) :
    majorana c u = ∑ b, star (nambuVector u b) • nambuField c b := by
  rw [Fintype.sum_sum_type]
  simp only [majorana, nambuVector, nambuField, Sum.elim_inl, Sum.elim_inr, star_star,
    sum_add_distrib]
  exact add_comm _ _

/-- The squared length of the Nambu vector is twice that of `u`. -/
theorem nambuVector_norm (u : ι → ℂ) :
    ∑ b, star (nambuVector u b) * nambuVector u b = 2 * ((∑ i, ‖u i‖ ^ 2 : ℝ) : ℂ) := by
  have e : ∀ z : ℂ, star z * z = ((‖z‖ ^ 2 : ℝ) : ℂ) := by
    intro z
    rw [← Complex.normSq_eq_norm_sq, Complex.normSq_eq_conj_mul_self]
    rfl
  have e' : ∀ z : ℂ, z * star z = ((‖z‖ ^ 2 : ℝ) : ℂ) := fun z => by rw [mul_comm, e]
  rw [Fintype.sum_sum_type]
  simp only [nambuVector, Sum.elim_inl, Sum.elim_inr, star_star, e, e']
  push_cast
  ring

variable [DecidableEq ι]

/-- For CAR modes, the anticommutator of `g` with a component of the Nambu field is the
corresponding component of `w`. -/
theorem majorana_anticomm {c : ι → A} (h : IsCAR c) (u : ι → ℂ) (a : ι ⊕ ι) :
    majorana c u * nambuField c a + nambuField c a * majorana c u
      = nambuVector u a • (1 : A) := by
  have hs : ∀ i j, star (c i) * star (c j) + star (c j) * star (c i) = 0 := by
    intro i j
    have := congrArg star (h.anti j i)
    simpa only [star_add, star_mul, star_zero] using this
  rcases a with i | i
  · -- only the creation part of `g` sees `c i`
    have key : ∀ j, (u j • star (c j) + star (u j) • c j) * c i
        + c i * (u j • star (c j) + star (u j) • c j) = if i = j then u j • (1 : A) else 0 := by
      intro j
      calc _ = u j • (c i * star (c j) + star (c j) * c i)
            + star (u j) • (c i * c j + c j * c i) := by
              simp only [add_mul, mul_add, smul_mul_assoc, mul_smul_comm, smul_add]
              abel
        _ = _ := by rw [h.mixed, h.anti, smul_zero, add_zero, smul_ite, smul_zero]
    change majorana c u * c i + c i * majorana c u = u i • (1 : A)
    rw [majorana, sum_mul, mul_sum, ← sum_add_distrib, sum_congr rfl (fun j _ => key j)]
    simp
  · -- only the annihilation part of `g` sees `star (c i)`
    have key : ∀ j, (u j • star (c j) + star (u j) • c j) * star (c i)
        + star (c i) * (u j • star (c j) + star (u j) • c j)
        = if j = i then star (u j) • (1 : A) else 0 := by
      intro j
      calc _ = star (u j) • (c j * star (c i) + star (c i) * c j)
            + u j • (star (c i) * star (c j) + star (c j) * star (c i)) := by
              simp only [add_mul, mul_add, smul_mul_assoc, mul_smul_comm, smul_add]
              abel
        _ = _ := by rw [h.mixed, hs, smul_zero, add_zero, smul_ite, smul_zero]
    change majorana c u * star (c i) + star (c i) * majorana c u = star (u i) • (1 : A)
    rw [majorana, sum_mul, mul_sum, ← sum_add_distrib, sum_congr rfl (fun j _ => key j)]
    simp

/-- For CAR modes and any amplitudes `u`, the square of `g` is the number `∑ |u_i|²`. -/
theorem majorana_sq {c : ι → A} (h : IsCAR c) (u : ι → ℂ) :
    majorana c u * majorana c u = ((∑ i, ‖u i‖ ^ 2 : ℝ) : ℂ) • (1 : A) := by
  have h2 : majorana c u * majorana c u + majorana c u * majorana c u
      = (2 * ((∑ i, ‖u i‖ ^ 2 : ℝ) : ℂ)) • (1 : A) := by
    calc _ = majorana c u * (∑ b, star (nambuVector u b) • nambuField c b)
          + (∑ b, star (nambuVector u b) • nambuField c b) * majorana c u := by
            rw [← majorana_eq]
      _ = ∑ b, star (nambuVector u b) •
          (majorana c u * nambuField c b + nambuField c b * majorana c u) := by
            rw [mul_sum, sum_mul, ← sum_add_distrib]
            simp only [mul_smul_comm, smul_mul_assoc, smul_add]
      _ = (∑ b, star (nambuVector u b) * nambuVector u b) • (1 : A) := by
            simp only [majorana_anticomm h, smul_smul, sum_smul]
      _ = _ := by rw [nambuVector_norm]
  calc majorana c u * majorana c u
      = (1 / 2 : ℂ) • (majorana c u * majorana c u + majorana c u * majorana c u) := by module
    _ = _ := by
      rw [h2, smul_smul]
      congr 1
      ring

/-- For CAR modes in a nontrivial algebra, `g² = 1` exactly when `u` is normalised. -/
theorem majorana_sq_eq_one_iff [Nontrivial A] {c : ι → A} (h : IsCAR c) (u : ι → ℂ) :
    majorana c u * majorana c u = 1 ↔ ∑ i, ‖u i‖ ^ 2 = 1 := by
  rw [majorana_sq h]
  constructor
  · intro e
    have e1 : algebraMap ℂ A ((∑ i, ‖u i‖ ^ 2 : ℝ) : ℂ) = algebraMap ℂ A 1 := by
      rw [map_one, Algebra.algebraMap_eq_smul_one]
      exact e
    exact_mod_cast (algebraMap ℂ A).injective e1
  · intro e
    rw [e, Complex.ofReal_one, one_smul]

/-- For any amplitudes `u`, the determinant of `w w^H - 1` is `1 - 2 ∑ |u_i|²`. -/
theorem det_reflectionMatrix (u : ι → ℂ) :
    (reflectionMatrix u).det = 1 - 2 * ((∑ i, ‖u i‖ ^ 2 : ℝ) : ℂ) := by
  have e : reflectionMatrix u = -(1 + Matrix.of (fun a (_ : Unit) => -nambuVector u a)
      * Matrix.of (fun (_ : Unit) b => star (nambuVector u b))) := by
    ext a b
    simp only [reflectionMatrix, Matrix.sub_apply, Matrix.neg_apply, Matrix.add_apply,
      Matrix.mul_apply, Matrix.vecMulVec_apply, Matrix.of_apply, Pi.star_apply,
      univ_unique, sum_singleton]
    ring
  -- the rank-one update reduces the determinant to a single number
  rw [e, Matrix.det_neg, Matrix.det_one_add_mul_comm, Matrix.det_unique, Fintype.card_sum,
    Even.neg_one_pow ⟨_, rfl⟩, one_mul]
  simp only [Matrix.add_apply, Matrix.one_apply_eq, Matrix.mul_apply, Matrix.of_apply,
    mul_neg, sum_neg_distrib, nambuVector_norm]
  ring

/-- **Majorana reflection.** For CAR modes and normalised `u`, `g² = 1` and
`g c_i g = u_i g - c_i`; conjugation by `g` acts on the Nambu field by the matrix
`w w^H - 1`, whose determinant is `-1`. -/
theorem majorana_reflection {c : ι → A} (h : IsCAR c) {u : ι → ℂ}
    (hu : ∑ i, ‖u i‖ ^ 2 = 1) :
    majorana c u * majorana c u = 1 ∧
    (∀ i, majorana c u * c i * majorana c u = u i • majorana c u - c i) ∧
    (∀ a, majorana c u * nambuField c a * majorana c u
      = ∑ b, reflectionMatrix u a b • nambuField c b) ∧
    (reflectionMatrix u).det = -1 := by
  have hg : majorana c u * majorana c u = 1 := by
    rw [majorana_sq h, hu, Complex.ofReal_one, one_smul]
  -- move `g` through the field and use `g² = 1`
  have hc : ∀ a, majorana c u * nambuField c a * majorana c u
      = nambuVector u a • majorana c u - nambuField c a := by
    intro a
    calc _ = (majorana c u * nambuField c a + nambuField c a * majorana c u) * majorana c u
          - nambuField c a * (majorana c u * majorana c u) := by noncomm_ring
      _ = _ := by rw [majorana_anticomm h, hg, smul_mul_assoc, one_mul, mul_one]
  refine ⟨hg, fun i => hc (Sum.inl i), fun a => ?_, ?_⟩
  · rw [hc, majorana_eq, smul_sum]
    simp only [reflectionMatrix, Matrix.sub_apply, Matrix.vecMulVec_apply, Pi.star_apply,
      sub_smul, sum_sub_distrib, smul_smul, Matrix.one_apply, ite_smul, one_smul, zero_smul,
      sum_ite_eq, mem_univ, if_true]
  · rw [det_reflectionMatrix, hu]
    norm_num

/-- For CAR modes in an algebra whose adjoint conjugates complex coefficients, conjugation by a
product of `k` operators `g` with normalised amplitudes acts on the Nambu field by the reversed
product of their matrices, of determinant `(-1)^k`. -/
theorem majorana_product [StarModule ℂ A] {c : ι → A} (h : IsCAR c) (l : List (ι → ℂ))
    (hl : ∀ u ∈ l, ∑ i, ‖u i‖ ^ 2 = 1) :
    (∀ a, (l.map (majorana c)).prod * nambuField c a * star (l.map (majorana c)).prod
      = ∑ b, (l.reverse.map reflectionMatrix).prod a b • nambuField c b) ∧
    (l.reverse.map reflectionMatrix).prod.det = (-1) ^ l.length := by
  induction l with
  | nil => simp [Matrix.one_apply]
  | cons u l ih =>
    obtain ⟨ih1, ih2⟩ := ih (fun v hv => hl v (List.mem_cons_of_mem _ hv))
    obtain ⟨-, -, hR, hdet⟩ := majorana_reflection h (hl u (by simp))
    have hstar : star (majorana c u) = majorana c u := by
      simp only [majorana, star_sum, star_add, star_smul, star_star]
      exact sum_congr rfl (fun i _ => add_comm _ _)
    have hM : ((u :: l).reverse.map reflectionMatrix).prod
        = (l.reverse.map reflectionMatrix).prod * reflectionMatrix u := by simp
    rw [hM, List.map_cons, List.prod_cons, star_mul, hstar]
    generalize (l.map (majorana c)).prod = G at ih1 ⊢
    generalize (l.reverse.map reflectionMatrix).prod = M at ih1 ih2 ⊢
    constructor
    · intro a
      -- the inner factors act first, then the reflection by `u`
      calc _ = majorana c u * (G * nambuField c a * star G) * majorana c u := by
            simp only [mul_assoc]
        _ = ∑ b, M a b • (majorana c u * nambuField c b * majorana c u) := by
            rw [ih1, mul_sum, sum_mul]
            simp only [mul_smul_comm, smul_mul_assoc]
        _ = ∑ b, ∑ d, (M a b * reflectionMatrix u b d) • nambuField c d := by
            simp only [hR, smul_sum, smul_smul]
        _ = _ := by
            rw [sum_comm]
            simp only [Matrix.mul_apply, sum_smul]
    · rw [Matrix.det_mul, ih2, hdet, List.length_cons, pow_succ]

/-- Two Jordan-Wigner modes as explicit matrices on a four-dimensional space. -/
def twoModes : Fin 2 → Matrix (Fin 4) (Fin 4) ℂ :=
  ![!![0, 0, 1, 0; 0, 0, 0, 1; 0, 0, 0, 0; 0, 0, 0, 0],
    !![0, 1, 0, 0; 0, 0, 0, 0; 0, 0, 0, -1; 0, 0, 0, 0]]

/-- The two Jordan-Wigner modes obey the CAR, and `u = (3/5, 4i/5)` is normalised. -/
theorem majorana_reflection_witness :
    IsCAR twoModes ∧ ∑ i, ‖(![3 / 5, 4 / 5 * Complex.I] : Fin 2 → ℂ) i‖ ^ 2 = 1 := by
  refine ⟨⟨?_, ?_⟩, ?_⟩
  · intro i j
    ext a b
    fin_cases i <;> fin_cases j <;> fin_cases a <;> fin_cases b <;>
      simp [twoModes]
  · intro i j
    ext a b
    -- write products and adjoints entrywise before inserting the numbers
    simp only [Matrix.add_apply, Matrix.mul_apply, Matrix.star_apply, Fin.sum_univ_four]
    fin_cases i <;> fin_cases j <;> fin_cases a <;> fin_cases b <;>
      simp [twoModes]
  · rw [Fin.sum_univ_two]
    norm_num

end

end MajoranaReflection
```

```lean
#print axioms MajoranaReflection.majorana_sq_eq_one_iff
#print axioms MajoranaReflection.majorana_product
```

```
'MajoranaReflection.majorana_sq_eq_one_iff' depends on axioms: [propext, Classical.choice, Quot.sound]
'MajoranaReflection.majorana_product' depends on axioms: [propext, Classical.choice, Quot.sound]
```

## Modes, amplitudes and the operator g

A mean-field superconductor mixes electrons and holes, so its transformations act on annihilation and creation operators together. Let c_i be the annihilation operators of n modes, for instance spin orbitals, and write † for the adjoint, which is `star` in Lean. The structure `IsCAR` contains the canonical anticommutation relations. With {X, Y} = XY + YX they read

{c_i, c_j} = 0, {c_i, c_j†} = δ_ij.

The operators live in an abstract complex algebra `A` with an adjoint; no Fock space is chosen. The index type `ι` is finite, so the number of modes is too.

Complex amplitudes u_i define the operator `majorana c u`:

g = Σ_i (u_i c_i† + conj(u_i) c_i).

In the literature on topological superconductors, "Majorana" often means a zero-energy mode. Here it means only an operator of this form, and no Hamiltonian is involved. The normalisation Σ_i |u_i|² = 1 fixes the convention g² = 1; some texts use g² = 1/2.

The Nambu field Ψ = (c, c†), `nambuField`, lists all annihilation operators and then all creation operators. Its index a runs over `ι ⊕ ι`, that is, over 2n values. The vector w = (u, conj(u)), `nambuVector`, is ordered in the same way. The matrix `reflectionMatrix u` is

R = w w† − 1, with entries R_ab = w_a conj(w_b) − δ_ab.

For normalised u the vector w has squared length 2. In terms of the unit vector e = w/√2 the matrix is R = 2 e e† − 1, which keeps the direction e and reverses every direction orthogonal to it. A geometric reflection does the opposite, so R is a reflection up to an overall sign. That sign leaves the determinant alone, because the dimension 2n is even.

## What is established about g

For CAR modes and normalised u, `majorana_reflection` states four facts:

g² = 1

g c_i g = u_i g − c_i

g Ψ_a g = Σ_b R_ab Ψ_b

det R = −1.

Two of these have versions for arbitrary u: `majorana_sq` gives g² = Σ_i |u_i|², and `det_reflectionMatrix` gives det R = 1 − 2 Σ_i |u_i|². By `majorana_sq_eq_one_iff`, g² = 1 holds exactly for normalised u, provided that 1 ≠ 0 in the algebra.

The theorem `majorana_product` treats a product G = g_1 g_2 ⋯ g_k of such operators, each with its own normalised amplitudes and matrix R_1, …, R_k. It states

G Ψ_a G† = Σ_b (R_k ⋯ R_2 R_1)_ab Ψ_b,

with determinant (−1)^k. The matrices stand in the reverse order of the operators. This theorem also assumes `StarModule ℂ A`, meaning that the adjoint conjugates complex coefficients, as it does for operators on a Hilbert space.

In mean-field theory with a quadratic Hamiltonian and finitely many modes, a suitably chosen g turns the quasiparticle vacuum into a one-quasiparticle state, whose fermion parity is opposite to that of the vacuum. The step from determinant −1 to a change of fermion parity in a physical ground state needs a Fock space and a vacuum, and is physical interpretation here.

## One mode: particle–hole exchange

For a single mode, normalisation leaves only a phase, u = exp(iθ). Then

g = exp(iθ) c† + exp(−iθ) c

g c g = u g − c = exp(2iθ) c†.

Conjugation exchanges particle and hole, up to a phase. The matrix R has zeros on the diagonal and exp(2iθ), exp(−2iθ) off it, so its determinant is −1. With no modes at all the normalisation cannot be met.

## From the anticommutator to the determinant

**The anticommutator with the field.** Taking adjoints of {c_i, c_j} = 0 shows that creation operators anticommute with each other. Hence only the creation part of g contributes against c_i, and only the annihilation part against c_i†:

{g, c_i} = Σ_j (u_j {c_j†, c_i} + conj(u_j) {c_j, c_i}) = u_i

{g, c_i†} = Σ_j (u_j {c_j†, c_i†} + conj(u_j) {c_j, c_i†}) = conj(u_i).

Together these say {g, Ψ_a} = w_a. This is `majorana_anticomm`. Its proof splits the index a into the two halves of the field, and in each half the statement `key` evaluates one term of the sum over j.

**The square.** The operator is itself a combination of field components, which is `majorana_eq`:

g = Σ_b conj(w_b) Ψ_b.

Inserting this for one factor of g in each product gives

2g² = Σ_b conj(w_b) {g, Ψ_b} = Σ_b |w_b|² = 2 Σ_i |u_i|².

The last equality is `nambuVector_norm`: each amplitude occurs once as u_i and once as its conjugate. In `majorana_sq` the doubled identity is called `h2`, and the proof then halves it. For the equivalence with normalisation, the proof uses that distinct complex numbers remain distinct as multiples of 1 in a nontrivial algebra.

**Conjugation.** Let u be normalised, so that g² = 1. Moving g through the field gives

g Ψ_a g = {g, Ψ_a} g − Ψ_a g² = w_a g − Ψ_a.

For an annihilation component this is g c_i g = u_i g − c_i. Expanding g once more yields the matrix form:

w_a g − Ψ_a = Σ_b (w_a conj(w_b) − δ_ab) Ψ_b = Σ_b R_ab Ψ_b.

In `majorana_reflection` the first line is the statement `hc`, where `noncomm_ring` checks the rearrangement without commuting any factors. The explicit formula and the matrix action both follow from it.

**The determinant.** Pulling out a sign from each of the 2n rows costs nothing, since (−1)^(2n) = 1:

det(w w† − 1) = det(1 − w w†).

For a column X and a row Y, det(1 + XY) = 1 + YX. With X = −w and Y = w† this becomes

det R = 1 − w†w = 1 − 2 Σ_i |u_i|²,

which is −1 for normalised u. In Lean the column and row are matrices with a one-element index type, and `Matrix.det_one_add_mul_comm` reduces the determinant to that of a 1 × 1 matrix.

**Products.** The proof of `majorana_product` is by induction on the list of amplitude vectors. For the empty list, G = 1 and the matrix is the identity. Otherwise write G = g_1 G′, where G′ contains the remaining factors and acts through a matrix M. Because g_1† = g_1,

G Ψ_a G† = g_1 (G′ Ψ_a G′†) g_1 = Σ_b M_ab g_1 Ψ_b g_1 = Σ_d (M R_1)_ad Ψ_d.

The matrix of the first factor therefore ends up on the right, which accounts for the reversed order. Determinants multiply, and each factor contributes −1.

**A concrete pair of modes.** The matrices `twoModes` are two Jordan–Wigner modes on a four-dimensional space. In `majorana_reflection_witness` their anticommutation relations are checked entry by entry, together with the normalisation of u = (3/5, 4i/5), where 9/25 + 16/25 = 1. The assumptions of `majorana_reflection` are thus met by explicit matrices.
